# Nonstatic modes of a discrete dielectric obey the generalized Coulomb gauge

A molecule sits near a glass structure and couples to the electromagnetic field. One way to quantize that field starts from the classical modes of the structure, in which the permittivity varies from place to place. Which solutions of the mode equation oscillate, which are static, and what sets them apart?

Put the field on a finite grid, as a complex vector $f$. A matrix $C$ plays the curl, $G$ the gradient, and $\varepsilon$ (`eps`) the relative permittivity. The index types `n`, `m` and `p` label field components, curl components and potential values.

```lean
import Mathlib

open Matrix
open scoped ComplexOrder

namespace GlauberLewensteinModes

variable {m n p : Type*} [Fintype m] [Fintype n]
```

The curl-curl operator is $K=C^\dagger C$, for a nonmagnetic medium, whose permeability is that of vacuum.

```lean
/-- The discrete curl-curl operator `K = Cᴴ C` built from the discrete curl `C`. -/
def curlCurl (C : Matrix m n ℂ) : Matrix n n ℂ := Cᴴ * C
```

A mode is a nonzero $f$ with $Kf=w\,\varepsilon f$. The letter $w$ is not the frequency $\omega$: it stands for $\omega^2/c^2$, with $c$ the speed of light in vacuum, and it may at first be any complex number.

```lean
/-- A mode of the dielectric: a nonzero field `f` with `K f = w eps f`, where the complex
number `w` stands for the squared frequency. -/
def IsMode (C : Matrix m n ℂ) (eps : Matrix n n ℂ) (w : ℂ) (f : n → ℂ) : Prop :=
  f ≠ 0 ∧ curlCurl C *ᵥ f = w • (eps *ᵥ f)
```

Where `eps.PosDef` is assumed, $\varepsilon$ is Hermitian and positive definite: the medium is lossless, and every nonzero field has positive electric energy. Dispersion is left out, since $\varepsilon$ does not depend on $w$. In Lean, `star x ⬝ᵥ y` is $x^\dagger y$ and `*ᵥ` applies a matrix to a vector.

These are statements about classical modes, as Glauber and Lewenstein use them; quantization and completeness are not treated. The step from the grid to continuous space also remains to be justified separately.

**(a)** Move a matrix $A$ across the inner product: show $(Ax)^\dagger y=x^\dagger(A^\dagger y)$.

*Solution.* Since $(Ax)^\dagger=x^\dagger A^\dagger$, associativity gives the result. The two rewrites are these two facts.

```lean
/-- A matrix acting on the left vector of an inner product acts as its adjoint on the right
vector. -/
theorem adjoint_move (A : Matrix m n ℂ) (x : n → ℂ) (y : m → ℂ) :
    star (A *ᵥ x) ⬝ᵥ y = star x ⬝ᵥ (Aᴴ *ᵥ y) := by
  rw [Matrix.star_mulVec, Matrix.dotProduct_mulVec]
```

**(b)** Derive the energy balance $\|Cf\|^2=w\,f^\dagger\varepsilon f$ of a mode.

*Solution.* By (a), $(Cf)^\dagger(Cf)=f^\dagger C^\dagger Cf=f^\dagger Kf$. Insert the mode equation. Lean rewrites in the same order.

```lean
/-- Energy balance of a mode: the squared norm of its curl equals `w` times the quadratic form
`fᴴ eps f`. -/
theorem energy_balance {C : Matrix m n ℂ} {eps : Matrix n n ℂ} {w : ℂ} {f : n → ℂ}
    (h : IsMode C eps w f) :
    star (C *ᵥ f) ⬝ᵥ (C *ᵥ f) = w * (star f ⬝ᵥ (eps *ᵥ f)) := by
  have e : (Cᴴ * C) *ᵥ f = w • (eps *ᵥ f) := h.2
  rw [adjoint_move, Matrix.mulVec_mulVec, e, dotProduct_smul, smul_eq_mul]
```

**(c)** For positive definite $\varepsilon$, show $\operatorname{Im}w=0$ and $\operatorname{Re}w\ge0$.

*Solution.* Let $E=f^\dagger\varepsilon f$, which is real and positive. By (b), $wE=\|Cf\|^2$ is real and nonnegative, so $w=\|Cf\|^2/E$ is too. Lean splits (b) into real and imaginary parts, cancels $E$ in the imaginary part, and refutes a negative real part with `linarith`.

```lean
/-- For a positive definite permittivity, the squared frequency of every mode is real and
nonnegative. -/
theorem frequency_real_nonneg {C : Matrix m n ℂ} {eps : Matrix n n ℂ} (heps : eps.PosDef)
    {w : ℂ} {f : n → ℂ} (h : IsMode C eps w f) : w.im = 0 ∧ 0 ≤ w.re := by
  have hE := energy_balance h
  obtain ⟨ha, ha'⟩ := Complex.lt_def.1 (heps.dotProduct_mulVec_pos h.1)
  obtain ⟨hb, hb'⟩ := Complex.le_def.1 (dotProduct_star_self_nonneg (C *ᵥ f))
  rw [hE] at hb hb'
  simp only [Complex.zero_re, Complex.zero_im, Complex.mul_re, Complex.mul_im]
    at ha ha' hb hb'
  -- the weighted norm is a positive real number, so it can be divided out
  rw [← ha', mul_zero, sub_zero] at hb
  rw [← ha', mul_zero, zero_add] at hb'
  refine ⟨(mul_eq_zero.1 hb'.symm).resolve_right ha.ne', ?_⟩
  by_contra hneg
  have := mul_neg_of_neg_of_pos (not_le.1 hneg) ha
  linarith
```

**(d)** For positive definite $\varepsilon$ and modes with $w_1\ne w_2$, show $f_1^\dagger\varepsilon f_2=0$.

*Solution.* Evaluate $f_1^\dagger Kf_2$ twice. As $w_1$ is real and $\varepsilon$ and $K$ are Hermitian,
$$w_1f_1^\dagger\varepsilon f_2=(w_1\varepsilon f_1)^\dagger f_2=(Kf_1)^\dagger f_2=f_1^\dagger Kf_2=w_2f_1^\dagger\varepsilon f_2.$$
Hence $(w_1-w_2)f_1^\dagger\varepsilon f_2=0$, and the first factor is nonzero. The `calc` block is this chain.

```lean
/-- For a positive definite permittivity, two modes with distinct squared frequencies are
orthogonal in the permittivity-weighted inner product. -/
theorem modes_orthogonal {C : Matrix m n ℂ} {eps : Matrix n n ℂ} (heps : eps.PosDef)
    {w₁ w₂ : ℂ} {f₁ f₂ : n → ℂ} (h₁ : IsMode C eps w₁ f₁) (h₂ : IsMode C eps w₂ f₂)
    (hne : w₁ ≠ w₂) : star f₁ ⬝ᵥ (eps *ᵥ f₂) = 0 := by
  have e₁ : (Cᴴ * C) *ᵥ f₁ = w₁ • (eps *ᵥ f₁) := h₁.2
  have e₂ : (Cᴴ * C) *ᵥ f₂ = w₂ • (eps *ᵥ f₂) := h₂.2
  have hreal : star w₁ = w₁ := Complex.conj_eq_iff_im.2 (frequency_real_nonneg heps h₁).1
  -- evaluate the matrix element of K between the two modes in both ways
  have key : w₁ * (star f₁ ⬝ᵥ (eps *ᵥ f₂)) = w₂ * (star f₁ ⬝ᵥ (eps *ᵥ f₂)) := by
    calc w₁ * (star f₁ ⬝ᵥ (eps *ᵥ f₂)) = star (w₁ • (eps *ᵥ f₁)) ⬝ᵥ f₂ := by
          rw [star_smul, hreal, smul_dotProduct, adjoint_move, heps.isHermitian.eq,
            smul_eq_mul]
      _ = star ((Cᴴ * C) *ᵥ f₁) ⬝ᵥ f₂ := by rw [e₁]
      _ = star f₁ ⬝ᵥ ((Cᴴ * C) *ᵥ f₂) := by
          rw [adjoint_move, Matrix.conjTranspose_mul, Matrix.conjTranspose_conjTranspose]
      _ = w₂ * (star f₁ ⬝ᵥ (eps *ᵥ f₂)) := by rw [e₂, dotProduct_smul, smul_eq_mul]
  have hz : (w₁ - w₂) * (star f₁ ⬝ᵥ (eps *ᵥ f₂)) = 0 := by linear_combination key
  exact (mul_eq_zero.1 hz).resolve_left (sub_ne_zero.2 hne)
```

**(e)** Under the same conditions, show that the curls, which give the magnetic fields, satisfy $(Cf_1)^\dagger(Cf_2)=0$.

*Solution.* By (a) and the mode equation, the left side is $f_1^\dagger Kf_2=w_2f_1^\dagger\varepsilon f_2$, which vanishes by (d).

```lean
/-- For a positive definite permittivity, the curls of two modes with distinct squared
frequencies are orthogonal in the ordinary inner product. -/
theorem curls_orthogonal {C : Matrix m n ℂ} {eps : Matrix n n ℂ} (heps : eps.PosDef)
    {w₁ w₂ : ℂ} {f₁ f₂ : n → ℂ} (h₁ : IsMode C eps w₁ f₁) (h₂ : IsMode C eps w₂ f₂)
    (hne : w₁ ≠ w₂) : star (C *ᵥ f₁) ⬝ᵥ (C *ᵥ f₂) = 0 := by
  have e₂ : (Cᴴ * C) *ᵥ f₂ = w₂ • (eps *ᵥ f₂) := h₂.2
  rw [adjoint_move, Matrix.mulVec_mulVec, e₂, dotProduct_smul,
    modes_orthogonal heps h₁ h₂ hne, smul_zero]
```

**(f)** For positive definite $\varepsilon$, show that a mode has $w=0$ exactly when $Cf=0$.

*Solution.* In $\|Cf\|^2=wE$, setting $w=0$ gives $Cf=0$. Setting $Cf=0$ gives $wE=0$, and $E>0$ leaves $w=0$. Lean treats the two directions in turn.

```lean
/-- For a positive definite permittivity, a mode has zero frequency exactly when it is
curl-free. -/
theorem static_iff_curl_free {C : Matrix m n ℂ} {eps : Matrix n n ℂ} (heps : eps.PosDef)
    {w : ℂ} {f : n → ℂ} (h : IsMode C eps w f) : w = 0 ↔ C *ᵥ f = 0 := by
  have hE := energy_balance h
  constructor
  · intro hw
    rw [hw, zero_mul] at hE
    exact dotProduct_star_self_eq_zero.1 hE
  · intro hc
    rw [hc, dotProduct_zero] at hE
    exact (mul_eq_zero.1 hE.symm).resolve_right (heps.dotProduct_mulVec_pos h.1).ne'
```

**(g)** Let gradients have no curl, $CG=0$. Show that a mode with $w\ne0$ satisfies $G^\dagger\varepsilon f=0$.

*Solution.* Up to sign, $G^\dagger$ is the discrete divergence. Apply it to the mode equation:
$$w\,G^\dagger\varepsilon f=G^\dagger C^\dagger Cf=(CG)^\dagger Cf=0.$$
Divide by $w$. The step `h0` is this line; positive definiteness is not used.

```lean
/-- If the curl of every gradient vanishes, each mode of nonzero frequency obeys the
generalized Coulomb gauge `Gᴴ eps f = 0`. -/
theorem coulomb_gauge {C : Matrix m n ℂ} {G : Matrix n p ℂ} {eps : Matrix n n ℂ}
    (hCG : C * G = 0) {w : ℂ} {f : n → ℂ} (h : IsMode C eps w f) (hw : w ≠ 0) :
    Gᴴ *ᵥ (eps *ᵥ f) = 0 := by
  have e : (Cᴴ * C) *ᵥ f = w • (eps *ᵥ f) := h.2
  -- the discrete divergence annihilates the curl-curl term
  have h0 : w • (Gᴴ *ᵥ (eps *ᵥ f)) = 0 := by
    rw [← Matrix.mulVec_smul, ← e, Matrix.mulVec_mulVec, ← Matrix.mul_assoc,
      ← Matrix.conjTranspose_mul, hCG, Matrix.conjTranspose_zero, Matrix.zero_mul,
      Matrix.zero_mulVec]
  exact (smul_eq_zero.1 h0).resolve_left hw
```

In a finite, lossless, dispersion-free model with $CG=0$, a molecular QED calculation can thus obtain gauge-compatible modes by keeping those with $w\ne0$.

**(h)** Let $\varepsilon$ be positive definite, $CG=0$, and every curl-free field a gradient. Show $G^\dagger\varepsilon f=0\iff w\ne0$ for a mode.

*Solution.* One direction is (g). For the other, suppose the gauge condition holds and $w=0$. By (f), $Cf=0$, so $f=G\varphi$ for some potential $\varphi$. Then $f^\dagger\varepsilon f=\varphi^\dagger G^\dagger\varepsilon f=0$, contradicting $E>0$.

The assumption `hexact` concerns the domain's topology and boundary conditions; it may fail with holes or several separate conductors.

```lean
/-- Let the permittivity be positive definite and let the curl-free fields be exactly the
gradients. Then a mode obeys the generalized Coulomb gauge if and only if its frequency is
nonzero. -/
theorem coulomb_gauge_iff [Fintype p] {C : Matrix m n ℂ} {G : Matrix n p ℂ}
    {eps : Matrix n n ℂ}
    (heps : eps.PosDef) (hCG : C * G = 0)
    (hexact : ∀ v : n → ℂ, C *ᵥ v = 0 → ∃ φ : p → ℂ, G *ᵥ φ = v)
    {w : ℂ} {f : n → ℂ} (h : IsMode C eps w f) :
    Gᴴ *ᵥ (eps *ᵥ f) = 0 ↔ w ≠ 0 := by
  refine ⟨fun hg hw => ?_, coulomb_gauge hCG h⟩
  obtain ⟨φ, hφ⟩ := hexact f ((static_iff_curl_free heps h).1 hw)
  -- a gradient in the Coulomb gauge has zero weighted norm
  have hz : star f ⬝ᵥ (eps *ᵥ f) = 0 := by
    calc star f ⬝ᵥ (eps *ᵥ f) = star (G *ᵥ φ) ⬝ᵥ (eps *ᵥ f) := by rw [hφ]
      _ = star φ ⬝ᵥ (Gᴴ *ᵥ (eps *ᵥ f)) := adjoint_move _ _ _
      _ = 0 := by rw [hg, dotProduct_zero]
  exact (heps.dotProduct_mulVec_pos h.1).ne' hz
```

**(i)** Take $C=(1,\,-1)$, $G=(1,1)^T$ and $\varepsilon=\mathrm{diag}(1,2)$. Check the hypotheses of (h), and verify the modes $(2,-1)$ with $w=3/2$ and $(1,1)$ with $w=0$.

*Solution.* $CG=1-1=0$, and $\varepsilon$ has positive diagonal entries. If $Cv=0$, then $v_0=v_1$ and $v=Gv_0$. Finally, $K(2,-1)^T=(3,-3)^T=\tfrac32(2,-2)^T$ and $K(1,1)^T=0$. Normalized to $f^\dagger\varepsilon f=1$, the modes are $(2,-1)/\sqrt6$ and $(1,1)/\sqrt3$. Lean checks the hypotheses and the two unnormalized modes, using the criterion of positive diagonal entries for $\varepsilon$ and components for the rest; the normalization is not part of the theorem.

Two components are the fewest that can hold both kinds of mode, because by (d) the two are linearly independent.

```lean
/-- The curl `C = (1, -1)`, the gradient `G = (1, 1)ᵀ` and the permittivity `diag(1, 2)` meet the
hypotheses of `coulomb_gauge_iff` on `C`, `G` and `eps`; they have the mode `(2, -1)` with `w = 3/2`
and the mode `(1, 1)` with `w = 0`. -/
theorem coulomb_gauge_witness :
    (!![1, -1] : Matrix (Fin 1) (Fin 2) ℂ) * (!![1; 1] : Matrix (Fin 2) (Fin 1) ℂ) = 0 ∧
    (Matrix.diagonal ![1, 2] : Matrix (Fin 2) (Fin 2) ℂ).PosDef ∧
    (∀ v : Fin 2 → ℂ, (!![1, -1] : Matrix (Fin 1) (Fin 2) ℂ) *ᵥ v = 0 →
      ∃ φ : Fin 1 → ℂ, (!![1; 1] : Matrix (Fin 2) (Fin 1) ℂ) *ᵥ φ = v) ∧
    IsMode (!![1, -1] : Matrix (Fin 1) (Fin 2) ℂ) (Matrix.diagonal ![1, 2]) (3 / 2) ![2, -1] ∧
    IsMode (!![1, -1] : Matrix (Fin 1) (Fin 2) ℂ) (Matrix.diagonal ![1, 2]) 0 ![1, 1] := by
  refine ⟨?_, ?_, ?_, ⟨?_, ?_⟩, ⟨?_, ?_⟩⟩
  · funext i j
    fin_cases i
    fin_cases j
    simp [Matrix.mul_apply, Fin.sum_univ_succ]
  · exact Matrix.PosDef.diagonal (fun i => by fin_cases i <;> simp)
  · intro v hv
    have h : v 0 - v 1 = 0 := by
      simpa [Matrix.mulVec, dotProduct, Fin.sum_univ_succ, sub_eq_add_neg] using congrFun hv 0
    refine ⟨![v 0], ?_⟩
    funext i
    fin_cases i
    · simp [Matrix.mulVec, dotProduct]
    · simpa [Matrix.mulVec, dotProduct] using sub_eq_zero.1 h
  · intro h
    have h0 := congrFun h 0
    simp at h0
  · funext i
    fin_cases i <;>
      simp [curlCurl, Matrix.mulVec, dotProduct, Matrix.mul_apply, Fin.sum_univ_succ]
        <;> norm_num
  · intro h
    have h0 := congrFun h 0
    simp at h0
  · funext i
    fin_cases i <;>
      simp [curlCurl, Matrix.mulVec, dotProduct, Matrix.mul_apply, Fin.sum_univ_succ]

end GlauberLewensteinModes
```

```lean
#print axioms GlauberLewensteinModes.curls_orthogonal
#print axioms GlauberLewensteinModes.coulomb_gauge_iff
```

```
'GlauberLewensteinModes.curls_orthogonal' depends on axioms: [propext, Classical.choice, Quot.sound]
'GlauberLewensteinModes.coulomb_gauge_iff' depends on axioms: [propext, Classical.choice, Quot.sound]
```
